# Two-electron Feshbach energies with positive semidefinite repulsion: the lower bound 2e in the Q space

When I diagonalise $QHQ$ in a finite orbital basis to locate doubly excited states of a two-electron atom, I check that no root in the $Q$ space lies below $2e$. Here $Q$ removes a chosen orbital $u$ from both electrons, and $e$ is a lower bound on the one-electron energy orthogonal to $u$. Repulsion should only raise the energy. Can this be made rigorous, with a proof checked in Lean 4?

## Answer

Yes, for a Hermitian one-electron matrix $h$ and a positive semidefinite interaction $V$. Write $p=|u\rangle\langle u|$ with $\langle u,u\rangle=1$, $q=1-p$, $Q=q\otimes q$ and $H=h\otimes1+1\otimes h+V$. Assume $\langle v,hv\rangle\ge e\|v\|^2$ whenever $\langle u,v\rangle=0$.

**The projector.** Since $p^2=p=p^\dagger$, we have $q^\dagger=q$ and $q^2=1-2p+p=q$. Hence $Q^\dagger=Q$ and $Q^2=q^2\otimes q^2=Q$. Exchanging the electrons swaps two equal factors, so $Q$ is unchanged. Expanding the product gives $1-Q=p\otimes1+1\otimes p-p\otimes p$.

**One electron.** The vector $qx=x-\langle u,x\rangle u$ is orthogonal to $u$, so
$$\langle x,(qhq-eq)x\rangle=\langle qx,(h-e)qx\rangle\ge0 .$$

**Two electrons.** Put $A=qhq-eq$. From $Q(h\otimes1)Q=qhq\otimes q$ and its mirror image,
$$QHQ-2eQ=A\otimes q+q\otimes A+QVQ .$$
The first two terms are Kronecker products of positive semidefinite matrices. The third satisfies $\langle\Phi,QVQ\Phi\rangle=\langle Q\Phi,VQ\Phi\rangle\ge0$. The sum is therefore positive semidefinite.

**Energies.** If $Q\Phi=\Phi\ne0$ and $QHQ\Phi=E\Phi$, then $0\le(E-2e)\|\Phi\|^2$, so $E\ge2e$. If $V=0$, $\langle u,w\rangle=0$ and $hw=ew$ with $w\ne0$, then $w\otimes w$ lies in the $Q$ space and has eigenvalue exactly $2e$.

### Two sites by hand

Take $h=\begin{pmatrix}0&-1\\-1&0\end{pmatrix}$, $u=(1,1)/\sqrt2$ and $w=(1,-1)/\sqrt2$. Then $hw=w$, so $e=1$. Let $V$ cost 4 when both electrons share a site and 0 otherwise. The $Q$ space is spanned by $w\otimes w=(1,-1,-1,1)/2$, whose repulsion energy is $4(\tfrac14+\tfrac14)=2$. Its eigenvalue is $2+2=4\ge2e=2$. The full $4\times4$ matrix $QHQ$ also has three zero eigenvalues, below $2e$; they belong to vectors that $Q$ annihilates, which is why the energy bound requires $Q\Phi=\Phi$.

### What the Lean statements say

Spatial orbitals are functions `n → ℂ` on a finite index type, in an orthonormal basis; spin is left out. Two-electron states are indexed by `n × n`, one index per electron, and `⊗ₖ` is the Kronecker product. The inner product $\langle a,b\rangle$ is `star a ⬝ᵥ b`, and `hu` normalises $u$.

The hypothesis `he` is the one-electron bound, written for real parts; `hh` makes $h$ Hermitian. If $u$ is the lowest eigenvector of $h$, then $e$ can be the next eigenvalue of $h$, counted with multiplicity. The hypothesis `hV` stands for electron repulsion, which is a positive operator. Both bounds are assumed, not derived from a Coulomb Hamiltonian.

The main result is `closed_channel_bound`. It covers symmetric (singlet) and antisymmetric (triplet) spatial states alike; the state $w\otimes w$, which attains $2e$ when $V=0$, is symmetric and so belongs to a singlet. The result does not treat the continuum, the coupling between $Q$ and its complement, or resonance shifts and widths.

```lean
import Mathlib

open Matrix
open scoped Kronecker ComplexOrder

namespace FeshbachClosedChannel

noncomputable section

variable {n : Type*} [Fintype n] [DecidableEq n]

/-- The operator `|u⟩⟨u|`; for a unit vector `u` it is the projector onto the orbital `u`. -/
def orbitalProj (u : n → ℂ) : Matrix n n ℂ := vecMulVec u (star u)

/-- The one-electron operator `1 - |u⟩⟨u|`; for a unit vector `u` it removes the orbital `u`. -/
def orbitalCompl (u : n → ℂ) : Matrix n n ℂ := 1 - orbitalProj u

/-- The Feshbach operator `Q = q ⊗ q` with `q = 1 - |u⟩⟨u|`; for a unit vector `u` it removes the
orbital `u` from both electrons. -/
def feshbachQ (u : n → ℂ) : Matrix (n × n) (n × n) ℂ :=
  orbitalCompl u ⊗ₖ orbitalCompl u

/-- The two-electron Hamiltonian with one-electron part `h` and interaction `V`. -/
def twoElectronH (h : Matrix n n ℂ) (V : Matrix (n × n) (n × n) ℂ) :
    Matrix (n × n) (n × n) ℂ :=
  h ⊗ₖ (1 : Matrix n n ℂ) + (1 : Matrix n n ℂ) ⊗ₖ h + V

/-- The product state with the first electron in `a` and the second in `b`. -/
def productState (a b : n → ℂ) : n × n → ℂ := fun k => a k.1 * b k.2

/-- Applying `1 - |u⟩⟨u|` to `x` gives `x - ⟨u, x⟩ u`. -/
theorem orbitalCompl_mulVec (u x : n → ℂ) :
    orbitalCompl u *ᵥ x = x - (star u ⬝ᵥ x) • u := by
  rw [orbitalCompl, Matrix.sub_mulVec, Matrix.one_mulVec]
  congr 1
  ext i
  simp only [orbitalProj, mulVec, dotProduct, vecMulVec_apply, Pi.smul_apply, smul_eq_mul,
    Finset.sum_mul]
  exact Finset.sum_congr rfl fun j _ => by ring

/-- For a unit orbital `u`, the operator `1 - |u⟩⟨u|` is Hermitian and idempotent. -/
theorem orbitalCompl_projector (u : n → ℂ) (hu : star u ⬝ᵥ u = 1) :
    (orbitalCompl u)ᴴ = orbitalCompl u ∧
      orbitalCompl u * orbitalCompl u = orbitalCompl u := by
  constructor
  · ext i j
    simp [orbitalCompl, orbitalProj, conjTranspose_apply, vecMulVec_apply, Matrix.one_apply,
      eq_comm, mul_comm, apply_ite]
  · have hp : orbitalProj u * orbitalProj u = orbitalProj u := by
      ext i j
      have h1 : (orbitalProj u * orbitalProj u) i j = u i * (star u ⬝ᵥ u) * star u j := by
        simp only [orbitalProj, Matrix.mul_apply, vecMulVec_apply, dotProduct,
          Finset.mul_sum, Finset.sum_mul]
        exact Finset.sum_congr rfl fun k _ => by ring
      rw [h1, hu, mul_one, orbitalProj, vecMulVec_apply]
    simp [orbitalCompl, sub_mul, mul_sub, hp]

/-- For a unit orbital `u`, `Q` is Hermitian, idempotent and unchanged when the two electrons
are exchanged. -/
theorem feshbachQ_projector (u : n → ℂ) (hu : star u ⬝ᵥ u = 1) :
    (feshbachQ u)ᴴ = feshbachQ u ∧ feshbachQ u * feshbachQ u = feshbachQ u ∧
      (feshbachQ u).submatrix Prod.swap Prod.swap = feshbachQ u := by
  obtain ⟨hq, hqq⟩ := orbitalCompl_projector u hu
  refine ⟨?_, ?_, ?_⟩
  · rw [feshbachQ, conjTranspose_kronecker, hq]
  · rw [feshbachQ, ← mul_kronecker_mul, hqq]
  · ext ⟨i, j⟩ ⟨k, l⟩
    simp only [feshbachQ, submatrix_apply, Prod.swap_prod_mk, kroneckerMap_apply]
    ring

omit [Fintype n] in
/-- The complement `1 - Q` is `p ⊗ 1 + 1 ⊗ p - p ⊗ p`, with `p` the operator `|u⟩⟨u|`. -/
theorem one_sub_feshbachQ (u : n → ℂ) :
    1 - feshbachQ u = orbitalProj u ⊗ₖ (1 : Matrix n n ℂ)
      + (1 : Matrix n n ℂ) ⊗ₖ orbitalProj u - orbitalProj u ⊗ₖ orbitalProj u := by
  rw [← one_kronecker_one (m := n) (n := n) (α := ℂ)]
  ext ⟨i, j⟩ ⟨k, l⟩
  simp only [feshbachQ, orbitalCompl, kroneckerMap_apply, Matrix.sub_apply, Matrix.add_apply]
  ring

/-- For a unit orbital `u` and a Hermitian `h`, if the real part of `⟨v, h v⟩` is at least `e ⟨v,
v⟩` for every `v` orthogonal to `u`, then `q h q - e q` is positive semidefinite, where `q = 1 -
|u⟩⟨u|`. -/
theorem one_electron_bound (u : n → ℂ) (hu : star u ⬝ᵥ u = 1) (h : Matrix n n ℂ)
    (hh : h.IsHermitian) (e : ℝ)
    (he : ∀ v, star u ⬝ᵥ v = 0 → e * (star v ⬝ᵥ v).re ≤ (star v ⬝ᵥ h *ᵥ v).re) :
    (orbitalCompl u * h * orbitalCompl u - (e : ℂ) • orbitalCompl u).PosSemidef := by
  obtain ⟨hq, hqq⟩ := orbitalCompl_projector u hu
  have hM : (h - (e : ℂ) • (1 : Matrix n n ℂ)).IsHermitian := by
    change (h - (e : ℂ) • (1 : Matrix n n ℂ))ᴴ = _
    rw [conjTranspose_sub, conjTranspose_smul, conjTranspose_one, hh.eq]
    simp
  -- the shifted operator is the compression of `h - e`
  have hc : orbitalCompl u * h * orbitalCompl u - (e : ℂ) • orbitalCompl u
      = orbitalCompl u * (h - (e : ℂ) • (1 : Matrix n n ℂ)) * orbitalCompl u := by
    rw [mul_sub, sub_mul, mul_smul_comm, mul_one, smul_mul_assoc, hqq]
  rw [hc]
  refine PosSemidef.of_dotProduct_mulVec_nonneg ?_ fun x => ?_
  · change (_ : Matrix n n ℂ)ᴴ = _
    rw [conjTranspose_mul, conjTranspose_mul, hq, hM.eq, mul_assoc]
  · have hform : star x ⬝ᵥ
        (orbitalCompl u * (h - (e : ℂ) • (1 : Matrix n n ℂ)) * orbitalCompl u) *ᵥ x
        = star (orbitalCompl u *ᵥ x) ⬝ᵥ
          (h - (e : ℂ) • (1 : Matrix n n ℂ)) *ᵥ (orbitalCompl u *ᵥ x) := by
      rw [star_mulVec, hq, ← dotProduct_mulVec]
      simp only [mulVec_mulVec, mul_assoc]
    -- the projected state is orthogonal to `u`
    have horth : star u ⬝ᵥ (orbitalCompl u *ᵥ x) = 0 := by
      rw [orbitalCompl_mulVec, dotProduct_sub, dotProduct_smul, hu]
      simp
    rw [hform, Complex.nonneg_iff]
    refine ⟨?_, (hM.im_star_dotProduct_mulVec_self _).symm⟩
    have hb := he _ horth
    rw [Matrix.sub_mulVec, Matrix.smul_mulVec, Matrix.one_mulVec, dotProduct_sub,
      dotProduct_smul, smul_eq_mul, Complex.sub_re, Complex.re_ofReal_mul]
    linarith

/-- For a unit orbital `u` and a Hermitian `h`, if `h` is bounded below by `e` on states orthogonal
to `u` and the interaction `V` is positive semidefinite, then `Q H Q - 2 e Q` is positive
semidefinite. -/
theorem closed_channel_bound (u : n → ℂ) (hu : star u ⬝ᵥ u = 1) (h : Matrix n n ℂ)
    (hh : h.IsHermitian) (e : ℝ)
    (he : ∀ v, star u ⬝ᵥ v = 0 → e * (star v ⬝ᵥ v).re ≤ (star v ⬝ᵥ h *ᵥ v).re)
    (V : Matrix (n × n) (n × n) ℂ) (hV : V.PosSemidef) :
    (feshbachQ u * twoElectronH h V * feshbachQ u
      - (2 * (e : ℂ)) • feshbachQ u).PosSemidef := by
  obtain ⟨hq, hqq⟩ := orbitalCompl_projector u hu
  have hA := one_electron_bound u hu h hh e he
  have hqpos : (orbitalCompl u).PosSemidef := by
    have h0 := posSemidef_conjTranspose_mul_self (orbitalCompl u)
    rwa [hq, hqq] at h0
  have hVQ := hV.conjTranspose_mul_mul_same (feshbachQ u)
  rw [(feshbachQ_projector u hu).1] at hVQ
  have h1 : feshbachQ u * (h ⊗ₖ (1 : Matrix n n ℂ)) * feshbachQ u
      = (orbitalCompl u * h * orbitalCompl u) ⊗ₖ orbitalCompl u := by
    rw [feshbachQ, ← mul_kronecker_mul, ← mul_kronecker_mul, mul_one, hqq]
  have h2 : feshbachQ u * ((1 : Matrix n n ℂ) ⊗ₖ h) * feshbachQ u
      = orbitalCompl u ⊗ₖ (orbitalCompl u * h * orbitalCompl u) := by
    rw [feshbachQ, ← mul_kronecker_mul, ← mul_kronecker_mul, mul_one, hqq]
  have h3 (A : Matrix n n ℂ) : (A - (e : ℂ) • orbitalCompl u) ⊗ₖ orbitalCompl u
      = A ⊗ₖ orbitalCompl u - (e : ℂ) • feshbachQ u := by
    ext ⟨i, j⟩ ⟨k, l⟩
    simp only [feshbachQ, kroneckerMap_apply, Matrix.sub_apply, Matrix.smul_apply, smul_eq_mul]
    ring
  have h4 (A : Matrix n n ℂ) : orbitalCompl u ⊗ₖ (A - (e : ℂ) • orbitalCompl u)
      = orbitalCompl u ⊗ₖ A - (e : ℂ) • feshbachQ u := by
    ext ⟨i, j⟩ ⟨k, l⟩
    simp only [feshbachQ, kroneckerMap_apply, Matrix.sub_apply, Matrix.smul_apply, smul_eq_mul]
    ring
  -- one shifted term for each electron, plus the projected repulsion
  have hsum := ((hA.kronecker hqpos).add (hqpos.kronecker hA)).add hVQ
  rw [h3, h4] at hsum
  have key : feshbachQ u * twoElectronH h V * feshbachQ u - (2 * (e : ℂ)) • feshbachQ u
      = ((orbitalCompl u * h * orbitalCompl u) ⊗ₖ orbitalCompl u - (e : ℂ) • feshbachQ u)
        + (orbitalCompl u ⊗ₖ (orbitalCompl u * h * orbitalCompl u) - (e : ℂ) • feshbachQ u)
        + feshbachQ u * V * feshbachQ u := by
    rw [twoElectronH, mul_add, mul_add, add_mul, add_mul, h1, h2]
    module
  rw [key]
  exact hsum

/-- For a unit orbital `u`, a Hermitian `h` bounded below by `e` on states orthogonal to `u`, and a
positive semidefinite `V`, every real eigenvalue `E` of `Q H Q` with an eigenvector in the range of
`Q` is at least `2 e`. -/
theorem closed_channel_energy_ge (u : n → ℂ) (hu : star u ⬝ᵥ u = 1) (h : Matrix n n ℂ)
    (hh : h.IsHermitian) (e : ℝ)
    (he : ∀ v, star u ⬝ᵥ v = 0 → e * (star v ⬝ᵥ v).re ≤ (star v ⬝ᵥ h *ᵥ v).re)
    (V : Matrix (n × n) (n × n) ℂ) (hV : V.PosSemidef) (E : ℝ) (Φ : n × n → ℂ)
    (hΦ : Φ ≠ 0) (hQ : feshbachQ u *ᵥ Φ = Φ)
    (hE : (feshbachQ u * twoElectronH h V * feshbachQ u) *ᵥ Φ = (E : ℂ) • Φ) :
    2 * e ≤ E := by
  have hpos := (closed_channel_bound u hu h hh e he V hV).dotProduct_mulVec_nonneg Φ
  rw [Matrix.sub_mulVec, Matrix.smul_mulVec, hE, hQ, ← sub_smul, dotProduct_smul,
    smul_eq_mul] at hpos
  have hre := (Complex.nonneg_iff.mp hpos).1
  have hcast : (E : ℂ) - 2 * (e : ℂ) = ((E - 2 * e : ℝ) : ℂ) := by push_cast; ring
  rw [hcast, Complex.re_ofReal_mul] at hre
  -- a non-zero state has positive norm
  have hnorm : 0 < (star Φ ⬝ᵥ Φ).re := by
    have hs : (star Φ ⬝ᵥ Φ).re = ∑ k, Complex.normSq (Φ k) := by
      simp [dotProduct, Complex.normSq_apply]
    obtain ⟨k, hk⟩ := Function.ne_iff.mp hΦ
    rw [hs]
    exact Finset.sum_pos' (fun i _ => Complex.normSq_nonneg _)
      ⟨k, Finset.mem_univ k, Complex.normSq_pos.mpr hk⟩
  have hfin := nonneg_of_mul_nonneg_left hre hnorm
  linarith

omit [DecidableEq n] in
/-- A product operator acts on a product state one electron at a time. -/
theorem kronecker_productState (A B : Matrix n n ℂ) (a b : n → ℂ) :
    (A ⊗ₖ B) *ᵥ productState a b = productState (A *ᵥ a) (B *ᵥ b) := by
  ext ⟨i, j⟩
  simp only [productState, mulVec, dotProduct, kroneckerMap_apply, Fintype.sum_prod_type,
    Finset.sum_mul_sum]
  exact Finset.sum_congr rfl fun k _ => Finset.sum_congr rfl fun l _ => by ring

/-- If `w` is orthogonal to `u` and `h w = e w`, then without interaction the state `w ⊗ w`
is left unchanged by `Q` and satisfies the eigenvalue equation of `Q H Q` with value `2 e`. -/
theorem closed_channel_bound_sharp (u w : n → ℂ) (h : Matrix n n ℂ) (e : ℝ)
    (huw : star u ⬝ᵥ w = 0) (hw : h *ᵥ w = (e : ℂ) • w) :
    feshbachQ u *ᵥ productState w w = productState w w ∧
      (feshbachQ u * twoElectronH h 0 * feshbachQ u) *ᵥ productState w w
        = (2 * (e : ℂ)) • productState w w := by
  have hQ : feshbachQ u *ᵥ productState w w = productState w w := by
    rw [feshbachQ, kronecker_productState, orbitalCompl_mulVec, huw, zero_smul, sub_zero]
  have hH : twoElectronH h 0 *ᵥ productState w w = (2 * (e : ℂ)) • productState w w := by
    rw [twoElectronH, add_zero, Matrix.add_mulVec, kronecker_productState,
      kronecker_productState, Matrix.one_mulVec, hw]
    ext k
    simp only [productState, Pi.add_apply, Pi.smul_apply, smul_eq_mul]
    ring
  refine ⟨hQ, ?_⟩
  rw [← mulVec_mulVec, hQ, ← mulVec_mulVec, hH, Matrix.mulVec_smul, hQ]

end

end FeshbachClosedChannel
```

```lean
#print axioms FeshbachClosedChannel.one_sub_feshbachQ
#print axioms FeshbachClosedChannel.one_electron_bound
#print axioms FeshbachClosedChannel.closed_channel_energy_ge
#print axioms FeshbachClosedChannel.closed_channel_bound_sharp
```

```
'FeshbachClosedChannel.one_sub_feshbachQ' depends on axioms: [propext, Classical.choice, Quot.sound]
'FeshbachClosedChannel.one_electron_bound' depends on axioms: [propext, Classical.choice, Quot.sound]
'FeshbachClosedChannel.closed_channel_energy_ge' depends on axioms: [propext, Classical.choice, Quot.sound]
'FeshbachClosedChannel.closed_channel_bound_sharp' depends on axioms: [propext, Classical.choice, Quot.sound]
```

### How the proof runs

`orbitalCompl_mulVec` computes $qx$; `orbitalCompl_projector` and `feshbachQ_projector` give the projector properties, and `one_sub_feshbachQ` expands the complement entry by entry.

In `one_electron_bound`, `hc` rewrites $A$ as $q(h-e)q$, `hform` moves $q$ onto the vectors, and `horth` makes `he` applicable. Nonnegativity of a complex number here means a nonnegative real part and zero imaginary part; Hermiticity supplies the latter.

`closed_channel_bound` turns on `PosSemidef.kronecker`, used as `hA.kronecker hqpos`. The mathematics behind it is short: if $A=B^\dagger B$ and $C=D^\dagger D$, then $A\otimes C=(B\otimes D)^\dagger(B\otimes D)$. This carries the one-electron bound to two electrons without diagonalising $h$. The equation `key` is the three-term splitting above.

`closed_channel_energy_ge` evaluates the quadratic form at $\Phi$ and divides out its positive norm. For equality, `kronecker_productState` lets operators act one electron at a time, and `closed_channel_bound_sharp` applies this to $w\otimes w$.
